# Two-sided bounds on the second-order energy of a gapped ground state

If every excitation energy in the second-order sum over states is replaced by one average denominator $\Delta>0$, an unrestricted choice of $\Delta$ can produce any negative energy as soon as the perturbation couples the ground state to anything else. The full sum would settle the value, but it runs over all the excited states. The bounds below confine it using the gap and two quantities computed from a single vector. For a finite, real model with a non-degenerate ground level, they test average-denominator estimates of second-order correlation or polarisation energies.

## The bracket and its derivation

Let $H_0$ be real symmetric with orthonormal eigenvectors $b_k$ and energies $\varepsilon_k$. The ground state is $p=b_o$, and $d_k=\varepsilon_k-\varepsilon_o\ge g>0$ for every $k\ne o$. For a symmetric perturbation $V$, set

$$c_k=\langle b_k,Vp\rangle,\qquad u=Vp-\langle p,Vp\rangle p,\qquad D=\langle u,(H_0-\varepsilon_o)u\rangle .$$

The second-order energy is

$$E_2=\sum_{k\ne o}\frac{\langle p,Vb_k\rangle\langle b_k,Vp\rangle}{\varepsilon_o-\varepsilon_k}=-\sum_{k\ne o}\frac{c_k^2}{d_k},$$

where the symmetry of $V$ has turned the numerator into a square. The claim is that, if $u\neq0$, then $D>0$ and

$$-\frac{\|u\|^2}{g}\le E_2\le-\frac{\|u\|^4}{D}.$$

First expand $u$. Its ground-state component is $c_o-c_o=0$, and its component along any other $b_k$ is $c_k$. Since $\langle b_k,(H_0-\varepsilon_o)u\rangle=d_k\langle b_k,u\rangle$,

$$\|u\|^2=\sum_{k\ne o}c_k^2,\qquad D=\sum_{k\ne o}d_kc_k^2\ge g\|u\|^2>0 .$$

For the lower bound, $c_k^2/d_k\le c_k^2/g$; summing and changing sign gives $E_2\ge-\|u\|^2/g$. For the upper bound, write $c_k^2=(\sqrt{d_k}\,c_k)(c_k/\sqrt{d_k})$ and apply the Cauchy–Schwarz inequality:

$$\|u\|^4=\Big(\sum_{k\ne o}c_k^2\Big)^2\le\Big(\sum_{k\ne o}d_kc_k^2\Big)\Big(\sum_{k\ne o}\frac{c_k^2}{d_k}\Big)=D\,(-E_2).$$

Division by $D$ finishes the argument. It also shows $E_2<0$, so the average denominator that reproduces $E_2$ exactly is well defined, and rearranging the two bounds gives

$$g\le\frac{\|u\|^2}{-E_2}\le\frac{D}{\|u\|^2}.$$

The right-hand end is the mean excitation energy of the normalised vector $u/\|u\|$.

## Why an isolated level is not enough

Suppose the reference level is merely separated from the others by $g$, with levels allowed below it. Take energies $-1,0,2$, the middle state as reference, $g=1$, and a symmetric $V$ whose only non-zero elements couple the reference to each of the other two states with strength $1$. Then $\|u\|^2=2$ and $D=-1+2=1$, but $E_2=1-\tfrac12=\tfrac12$, far above the proposed upper bound $-4$.

## The model in Lean

```lean
import Mathlib

open scoped InnerProductSpace
open Finset

namespace SecondOrderBracket

variable {ι E : Type*} [Fintype ι] [DecidableEq ι]
  [NormedAddCommGroup E] [InnerProductSpace ℝ E]
```

The finite index type `ι` labels the eigenstates, and `E` is the real inner product space of states.

```lean
/-- The symmetric operator `H0` has the orthonormal eigenbasis `b` with energies `ε`, and every
basis state other than the ground state `b o` has energy at least `ε o + g`, where `g > 0`. -/
structure HasGroundGap (H0 : E →ₗ[ℝ] E) (b : OrthonormalBasis ι ℝ E) (ε : ι → ℝ)
    (o : ι) (g : ℝ) : Prop where
  symmetric : H0.IsSymmetric
  eigen : ∀ k, H0 (b k) = ε k • b k
  gap_pos : 0 < g
  gap : ∀ k, k ≠ o → ε o + g ≤ ε k
```

`HasGroundGap` takes the eigenbasis as given and places every other basis state at least `g` above `b o`, which makes the ground level simple. The number `g` may be any positive lower bound on the true gap; the true gap gives the tightest lower bound on the energy.

```lean
/-- The vector `u = (V - ⟨p, V p⟩) p` into which the perturbation `V` drives the state `p`. -/
noncomputable def coupledState (V : E →ₗ[ℝ] E) (p : E) : E := V p - ⟪p, V p⟫_ℝ • p

/-- The excitation moment `⟨u, (H0 - E0) u⟩`. -/
noncomputable def excitationMoment (H0 : E →ₗ[ℝ] E) (E0 : ℝ) (u : E) : ℝ :=
  ⟪u, H0 u - E0 • u⟫_ℝ
```

These are $u$ and $D$. The vector $u$ is not normalised, so `excitationMoment` is $\|u\|^2$ times its mean excitation energy.

```lean
/-- The second-order energy of the state `b o` as a sum over states, for a level `ε o` that
differs from all other `ε k`. -/
noncomputable def secondOrderEnergy (b : OrthonormalBasis ι ℝ E) (ε : ι → ℝ)
    (V : E →ₗ[ℝ] E) (o : ι) : ℝ :=
  ∑ k ∈ univ.erase o, ⟪b o, V (b k)⟫_ℝ * ⟪b k, V (b o)⟫_ℝ / (ε o - ε k)
```

Here `univ.erase o` is the set of excited states. The second-order energy is defined by this sum; its identification with the second-order coefficient of an exact perturbed eigenvalue is standard perturbation theory and is not derived here.

## Expansion in excited states

```lean
variable {H0 V : E →ₗ[ℝ] E} {b : OrthonormalBasis ι ℝ E} {ε : ι → ℝ} {o : ι} {g : ℝ}

/-- The vector `coupledState V (b o)` has no component along `b o`, and its component along any
other basis state is the matrix element of `V`. -/
theorem coupledState_components (V : E →ₗ[ℝ] E) (b : OrthonormalBasis ι ℝ E) (o k : ι) :
    ⟪b k, coupledState V (b o)⟫_ℝ = if k = o then 0 else ⟪b k, V (b o)⟫_ℝ := by
  rw [coupledState, inner_sub_right, inner_smul_right]
  split_ifs with hk
  · subst hk
    rw [real_inner_self_eq_norm_sq, b.orthonormal.1 k]
    ring
  · have h : ⟪b k, b o⟫_ℝ = 0 := b.orthonormal.2 hk
    rw [h]
    ring
```

This computes the components of $u$. The two cases use normalisation and orthogonality of the basis.

```lean
/-- The overlap of `coupledState V (b o)` with any vector is a sum over the basis states other than
`b o`. -/
theorem inner_coupledState (V : E →ₗ[ℝ] E) (b : OrthonormalBasis ι ℝ E) (o : ι) (x : E) :
    ⟪coupledState V (b o), x⟫_ℝ
      = ∑ k ∈ univ.erase o, ⟪b k, V (b o)⟫_ℝ * ⟪b k, x⟫_ℝ := by
  rw [← b.sum_inner_mul_inner (coupledState V (b o)) x]
  have hz : ⟪coupledState V (b o), b o⟫_ℝ * ⟪b o, x⟫_ℝ = 0 := by
    rw [real_inner_comm (b o), coupledState_components, if_pos rfl, zero_mul]
  have hs : ∑ k ∈ univ.erase o, ⟪coupledState V (b o), b k⟫_ℝ * ⟪b k, x⟫_ℝ
      = ∑ k, ⟪coupledState V (b o), b k⟫_ℝ * ⟪b k, x⟫_ℝ := Finset.sum_erase _ hz
  rw [← hs]
  refine Finset.sum_congr rfl fun k hk => ?_
  rw [real_inner_comm (b k), coupledState_components, if_neg (ne_of_mem_erase hk)]
```

The overlap of $u$ with any vector is expanded in the full basis by `sum_inner_mul_inner`, and `Finset.sum_erase` removes the vanishing ground-state term.

```lean
omit [DecidableEq ι] in
/-- In the eigenbasis, `H0 - ε o` multiplies each component by its excitation energy. -/
theorem inner_excitation (h : HasGroundGap H0 b ε o g) (k : ι) (x : E) :
    ⟪b k, H0 x - ε o • x⟫_ℝ = (ε k - ε o) * ⟪b k, x⟫_ℝ := by
  rw [inner_sub_right, inner_smul_right, ← h.symmetric (b k) x, h.eigen, real_inner_smul_left]
  ring
```

Symmetry moves $H_0$ onto `b k`, where the eigenvalue equation produces the factor $d_k$.

```lean
/-- Let `b` be an eigenbasis of `H0` with gapped ground state `b o`. For symmetric `V`, the squared
norm of the coupled state `coupledState V (b o)`, its excitation moment and the second-order energy
are sums of the same squared couplings with different energy weights. -/
theorem spectral_sums (h : HasGroundGap H0 b ε o g) (hV : V.IsSymmetric) :
    ‖coupledState V (b o)‖ ^ 2 = ∑ k ∈ univ.erase o, ⟪b k, V (b o)⟫_ℝ ^ 2 ∧
    excitationMoment H0 (ε o) (coupledState V (b o))
      = ∑ k ∈ univ.erase o, (ε k - ε o) * ⟪b k, V (b o)⟫_ℝ ^ 2 ∧
    secondOrderEnergy b ε V o
      = -∑ k ∈ univ.erase o, ⟪b k, V (b o)⟫_ℝ ^ 2 / (ε k - ε o) := by
  refine ⟨?_, ?_, ?_⟩
  · rw [← real_inner_self_eq_norm_sq, inner_coupledState]
    refine Finset.sum_congr rfl fun k hk => ?_
    rw [coupledState_components, if_neg (ne_of_mem_erase hk)]
    ring
  · rw [excitationMoment, inner_coupledState]
    refine Finset.sum_congr rfl fun k hk => ?_
    rw [inner_excitation h, coupledState_components, if_neg (ne_of_mem_erase hk)]
    ring
  · rw [secondOrderEnergy, ← Finset.sum_neg_distrib]
    refine Finset.sum_congr rfl fun k _ => ?_
    have hs : ⟪b o, V (b k)⟫_ℝ = ⟪b k, V (b o)⟫_ℝ :=
      (hV (b o) (b k)).symm.trans (real_inner_comm _ _)
    rw [hs, ← neg_sub (ε k) (ε o), div_neg, sq]
```

The three conjuncts are the sums for $\|u\|^2$, $D$ and $E_2$. Only the third uses `hV`, to equate the two matrix elements in the numerator.

## The two inequalities

```lean
/-- Let `b o` be the ground state of `H0`, with energy `E0 = ε o` and gap at least `g`. For
symmetric `V` with `u = coupledState V (b o) ≠ 0`, the excitation moment `D = ⟨u, (H0 - E0) u⟩` is
positive and the second-order energy lies between `-‖u‖² / g` and `-‖u‖⁴ / D`. -/
theorem second_order_bracket (h : HasGroundGap H0 b ε o g) (hV : V.IsSymmetric)
    (hu : coupledState V (b o) ≠ 0) :
    0 < excitationMoment H0 (ε o) (coupledState V (b o)) ∧
    -(‖coupledState V (b o)‖ ^ 2 / g) ≤ secondOrderEnergy b ε V o ∧
    secondOrderEnergy b ε V o ≤
      -(‖coupledState V (b o)‖ ^ 4 / excitationMoment H0 (ε o) (coupledState V (b o))) := by
  obtain ⟨hN, hD, hE⟩ := spectral_sums h hV
  have hg := h.gap_pos
  have hd : ∀ k ∈ univ.erase o, g ≤ ε k - ε o := fun k hk => by
    linarith [h.gap k (ne_of_mem_erase hk)]
  have hNpos : 0 < ‖coupledState V (b o)‖ ^ 2 := pow_pos (norm_pos_iff.2 hu) 2
  -- every excitation costs at least the gap
  have hDpos : 0 < excitationMoment H0 (ε o) (coupledState V (b o)) := by
    refine lt_of_lt_of_le (mul_pos hg hNpos) ?_
    rw [hN, hD, Finset.mul_sum]
    exact Finset.sum_le_sum fun k hk => mul_le_mul_of_nonneg_right (hd k hk) (sq_nonneg _)
  refine ⟨hDpos, ?_, ?_⟩
  · -- replace every denominator by the smallest one
    rw [hE, hN, neg_le_neg_iff, Finset.sum_div]
    exact Finset.sum_le_sum fun k hk => div_le_div_of_nonneg_left (sq_nonneg _) hg (hd k hk)
  · -- Cauchy-Schwarz between the weights `d` and `1 / d`
    have hcs : (∑ k ∈ univ.erase o, ⟪b k, V (b o)⟫_ℝ ^ 2) ^ 2 ≤
        (∑ k ∈ univ.erase o, (ε k - ε o) * ⟪b k, V (b o)⟫_ℝ ^ 2) *
          ∑ k ∈ univ.erase o, ⟪b k, V (b o)⟫_ℝ ^ 2 / (ε k - ε o) := by
      refine Finset.sum_sq_le_sum_mul_sum_of_sq_le_mul _ (fun k hk => ?_) (fun k hk => ?_)
        (fun k hk => le_of_eq ?_)
      · exact mul_nonneg (hg.le.trans (hd k hk)) (sq_nonneg _)
      · exact div_nonneg (sq_nonneg _) (hg.le.trans (hd k hk))
      · have hne : ε k - ε o ≠ 0 := (hg.trans_le (hd k hk)).ne'
        rw [mul_comm (ε k - ε o), mul_assoc, mul_div_cancel₀ _ hne, sq]
    rw [← hN, ← hD] at hcs
    rw [hE, neg_le_neg_iff, div_le_iff₀ hDpos]
    linarith [hcs]
```

The hypothesis `hd` records $g\le d_k$. It yields `hDpos` and then the lower bound by termwise comparison.

The upper bound rests on `Finset.sum_sq_le_sum_mul_sum_of_sq_le_mul`, a form of Cauchy–Schwarz that needs no square roots. Given non-negative $f_k$ and $h_k$ with $r_k^2\le f_kh_k$, it concludes $(\sum r_k)^2\le(\sum f_k)(\sum h_k)$. Here $r_k=c_k^2$, $f_k=d_kc_k^2$ and $h_k=c_k^2/d_k$. Two side goals are the non-negativity of $f_k$ and $h_k$; the third is the equality $r_k^2=f_kh_k$, where $d_k\neq0$ allows the cancellation.

```lean
/-- Let `b o` be the ground state of `H0`, with gap at least `g`. For symmetric `V` with
`u = coupledState V (b o) ≠ 0` the second-order energy `E2` is negative, and the average energy
denominator `‖u‖² / (-E2)` lies between `g` and the mean excitation energy of `u`. -/
theorem average_denominator_bounds (h : HasGroundGap H0 b ε o g) (hV : V.IsSymmetric)
    (hu : coupledState V (b o) ≠ 0) :
    secondOrderEnergy b ε V o < 0 ∧
    g ≤ ‖coupledState V (b o)‖ ^ 2 / (-secondOrderEnergy b ε V o) ∧
    ‖coupledState V (b o)‖ ^ 2 / (-secondOrderEnergy b ε V o) ≤
      excitationMoment H0 (ε o) (coupledState V (b o)) / ‖coupledState V (b o)‖ ^ 2 := by
  obtain ⟨hD, hlow, hup⟩ := second_order_bracket h hV hu
  have hn : 0 < ‖coupledState V (b o)‖ := norm_pos_iff.2 hu
  have hneg : secondOrderEnergy b ε V o < 0 :=
    hup.trans_lt (neg_lt_zero.2 (div_pos (pow_pos hn 4) hD))
  have hpos : 0 < -secondOrderEnergy b ε V o := neg_pos.2 hneg
  refine ⟨hneg, ?_, ?_⟩
  · rw [← neg_div, div_le_iff₀ h.gap_pos] at hlow
    rw [le_div_iff₀ hpos]
    linarith
  · rw [← neg_div, le_div_iff₀ hD] at hup
    rw [div_le_div_iff₀ hpos (pow_pos hn 2)]
    linarith
```

This is the statement about the average denominator. The sign of $E_2$ comes first, because clearing the fractions requires $-E_2>0$.

## When the bounds are attained

Suppose $u\neq0$ and $(H_0-\varepsilon_o)u=\Delta u$. Taking components gives $d_kc_k=\Delta c_k$ for $k\ne o$, so every excited basis state that couples to $p$ has excitation energy $\Delta$. Hence $E_2=-\|u\|^2/\Delta$, while $D=\Delta\|u\|^2$ makes the upper bound equal to the same number. If $\Delta=g$, the lower bound is attained too.

```lean
/-- Let `b o` be the gapped ground state of `H0`, with energy `E0 = ε o`, and let
`u = coupledState V (b o)`. If `V` is symmetric, `u ≠ 0` and `(H0 - E0) u = Δ u`, then the
second-order energy equals `-‖u‖² / Δ` with `Δ > 0`, and the upper bound `-‖u‖⁴ / ⟨u, (H0 - E0) u⟩`
is attained. -/
theorem bracket_sharp (h : HasGroundGap H0 b ε o g) (hV : V.IsSymmetric)
    (hu : coupledState V (b o) ≠ 0) {Δ : ℝ}
    (hΔ : H0 (coupledState V (b o)) - ε o • coupledState V (b o) = Δ • coupledState V (b o)) :
    0 < Δ ∧ secondOrderEnergy b ε V o = -(‖coupledState V (b o)‖ ^ 2 / Δ) ∧
    secondOrderEnergy b ε V o =
      -(‖coupledState V (b o)‖ ^ 4 / excitationMoment H0 (ε o) (coupledState V (b o))) := by
  obtain ⟨hN, -, hE⟩ := spectral_sums h hV
  have hn : 0 < ‖coupledState V (b o)‖ := norm_pos_iff.2 hu
  have hD : excitationMoment H0 (ε o) (coupledState V (b o))
      = Δ * ‖coupledState V (b o)‖ ^ 2 := by
    rw [excitationMoment, hΔ, inner_smul_right, real_inner_self_eq_norm_sq]
  have hpos : 0 < Δ := by
    have h0 := (second_order_bracket h hV hu).1
    rw [hD] at h0
    exact pos_of_mul_pos_left h0 (sq_nonneg _)
  -- only states at excitation energy `Δ` couple to the ground state
  have hE2 : secondOrderEnergy b ε V o = -(‖coupledState V (b o)‖ ^ 2 / Δ) := by
    rw [hE, hN, Finset.sum_div]
    refine congrArg Neg.neg (Finset.sum_congr rfl fun k hk => ?_)
    have hk' := congrArg (fun x => ⟪b k, x⟫_ℝ) hΔ
    simp only [inner_excitation h, inner_smul_right, coupledState_components,
      if_neg (ne_of_mem_erase hk)] at hk'
    rcases eq_or_ne ⟪b k, V (b o)⟫_ℝ 0 with hc | hc
    · simp [hc]
    · rw [mul_right_cancel₀ hc hk']
  refine ⟨hpos, hE2, ?_⟩
  rw [hE2, hD]
  have hn' := hn.ne'
  have hΔ' := hpos.ne'
  field_simp
```

The positivity of $\Delta$ follows from that of $D$. In the sum for $E_2$, the proof separates zero couplings, which contribute nothing, from non-zero ones, where `mul_right_cancel₀` gives $d_k=\Delta$.

```lean
open Matrix in
/-- The two-level model `H0 = diag(0, 1)` with gap `1` and the off-diagonal coupling
`V = !![0, 1; 1, 0]` meets all hypotheses of the bracket. -/
theorem two_level_witness :
    HasGroundGap (Matrix.toEuclideanLin (!![0, 0; 0, 1] : Matrix (Fin 2) (Fin 2) ℝ))
      (EuclideanSpace.basisFun (Fin 2) ℝ) ![0, 1] 0 1 ∧
    (Matrix.toEuclideanLin (!![0, 1; 1, 0] : Matrix (Fin 2) (Fin 2) ℝ)).IsSymmetric ∧
    coupledState (Matrix.toEuclideanLin (!![0, 1; 1, 0] : Matrix (Fin 2) (Fin 2) ℝ))
      (EuclideanSpace.basisFun (Fin 2) ℝ 0) ≠ 0 := by
  have hm : ∀ (A : Matrix (Fin 2) (Fin 2) ℝ) (x : EuclideanSpace ℝ (Fin 2)),
      (Matrix.toEuclideanLin A x).ofLp = A.mulVec x.ofLp := fun _ _ => rfl
  refine ⟨⟨?_, ?_, one_pos, ?_⟩, ?_, ?_⟩
  · refine isSymmetric_toEuclideanLin_iff.2 ?_
    ext i j
    fin_cases i <;> fin_cases j <;> simp
  · intro k
    ext i
    rw [hm]
    fin_cases k <;> fin_cases i <;> simp [Matrix.mulVec, dotProduct]
  · intro k hk
    fin_cases k
    · exact absurd rfl hk
    · simp
  · refine isSymmetric_toEuclideanLin_iff.2 ?_
    ext i j
    fin_cases i <;> fin_cases j <;> simp
  · intro h0
    have h1 := congrArg (fun x : EuclideanSpace ℝ (Fin 2) => x.ofLp 1) h0
    simp [coupledState, hm, Matrix.mulVec, dotProduct] at h1

end SecondOrderBracket
```

The two-level model satisfies the gap condition, the symmetry of $V$ and $u\neq0$. In it $u$ is the excited basis vector, so $\|u\|^2=D=1$, and both bounds give $E_2=-1$.

```lean
#print axioms SecondOrderBracket.second_order_bracket
#print axioms SecondOrderBracket.average_denominator_bounds
#print axioms SecondOrderBracket.bracket_sharp
```

```
'SecondOrderBracket.second_order_bracket' depends on axioms: [propext, Classical.choice, Quot.sound]
'SecondOrderBracket.average_denominator_bounds' depends on axioms: [propext, Classical.choice, Quot.sound]
'SecondOrderBracket.bracket_sharp' depends on axioms: [propext, Classical.choice, Quot.sound]
```
